# The chain rule for a polynomial energy along a straight line

The energy here is a real polynomial P in finitely many coordinates, followed along the straight path x + tv. The lemma states that its derivative in t is the sum over the coordinates i of v_i times the partial derivative ∂P/∂x_i taken at x + tv. This is an identity between polynomials in t, and the direction v may be any real vector, not only a unit one. The attempt goes by induction on P, treating constants, then sums, then the product of a polynomial with a single variable, where the product rule is used.

An attempt in Lean 4 with a fault in it:

```lean
import Mathlib

open MvPolynomial

namespace DerivativeAlongLine

noncomputable section

variable {σ : Type*}

/-- The energy along the straight path `x + t v`, as a polynomial in the path parameter `t`. -/
def alongLine (x v : σ → ℝ) : MvPolynomial σ ℝ →ₐ[ℝ] Polynomial ℝ :=
  aeval (fun i => Polynomial.C (x i) + Polynomial.C (v i) * Polynomial.X)

variable [Fintype σ]

/-- Chain rule: the derivative of the energy along a straight path is the sum of its partial
derivatives weighted by the components of the direction. -/
theorem derivative_alongLine (x v : σ → ℝ) (P : MvPolynomial σ ℝ) :
    Polynomial.derivative (alongLine x v P)
      = ∑ i, Polynomial.C (v i) * alongLine x v (pderiv i P) := by
  classical
  refine MvPolynomial.induction_on P ?_ ?_ ?_
  · intro a
    simp [alongLine, Polynomial.algebraMap_eq]
  · intro p q hp hq
    simp only [map_add, hp, hq, mul_add, Finset.sum_add_distrib]
  · intro p j hp
    have hd : Polynomial.derivative (alongLine x v (X j)) = Polynomial.C (v j) := by
      simp [alongLine]
    have hX : ∀ i, alongLine x v (pderiv i (X j)) = if i = j then 1 else 0 := by
      intro i
      by_cases h : i = j
      · subst h
        simp
      · rw [pderiv_X_of_ne (Ne.symm h), map_zero, if_neg h]
    -- the product rule splits the sum; only `i = j` survives in the second part
    have h1 : ∑ i, Polynomial.C (v i) * (alongLine x v (pderiv i p) * alongLine x v (X j))
        = (∑ i, Polynomial.C (v i) * alongLine x v (pderiv i p)) * alongLine x v (X j) := by
      rw [Finset.sum_mul]
      exact Finset.sum_congr rfl (fun i _ => by ring)
    have h2 : ∑ i, Polynomial.C (v i) * (alongLine x v p * if i = j then 1 else 0)
        = alongLine x v p * Polynomial.C (v j) := by
      rw [Finset.sum_eq_single j]
      · rw [if_pos rfl]
        ring
      · intro i _ hi
        rw [if_neg hi, mul_zero, mul_zero]
      · intro h
        exact absurd (Finset.mem_univ j) h
    rw [map_mul, Polynomial.derivative_mul, hp, hd]
    simp only [pderiv_mul, map_add, map_mul, hX, mul_add, Finset.sum_add_distrib]
    rw [h1, h2]

end

end DerivativeAlongLine
```

Lean reports:

```
Main.lean:23:2: error: Type mismatch
  induction_on P ?m.33 ?m.34 ?m.35
has type
  ?m.32 P
but is expected to have type
  Polynomial.derivative ((alongLine x v) P) = ∑ i, Polynomial.C (v i) * (alongLine x v) ((pderiv i) P)
```

What went wrong. The message says that `induction_on P` proves `?m.32 P`, and that Lean could not match this with the goal. Here `?m.32` is the motive, the property of polynomials to be proved by induction, which `refine` leaves to be found by unification. But `P` is already in the context when the motive is created, so the motive could mention `P` itself, and the equation between `?m.32 P` and the goal does not fix it uniquely. Lean's unifier does not then choose to abstract `P` out of the goal, and the match fails. The mathematics of the three cases is not at fault.

The repair calls the same principle through `induction P using MvPolynomial.induction_on`. This tactic builds the motive itself, by abstracting `P` from the goal, so nothing is left to guess. It also introduces the variables and hypotheses of each case, so the `intro` lines go, and `next` gives those variables and hypotheses the names the proofs use. The proofs of the cases are unchanged.

The repair, with which the file compiles:

```diff
@@ -21,10 +21,10 @@
       = ∑ i, Polynomial.C (v i) * alongLine x v (pderiv i P) := by
   classical
-  refine MvPolynomial.induction_on P ?_ ?_ ?_
-  · intro a
+  induction P using MvPolynomial.induction_on
+  next a =>
     simp [alongLine, Polynomial.algebraMap_eq]
-  · intro p q hp hq
+  next p q hp hq =>
     simp only [map_add, hp, hq, mul_add, Finset.sum_add_distrib]
-  · intro p j hp
+  next p j hp =>
     have hd : Polynomial.derivative (alongLine x v (X j)) = Polynomial.C (v j) := by
       simp [alongLine]
```
